# Krylov spaces of a matrix that commutes with a Hermitian symmetry stay in the sector of the start vector

## Choosing the symmetry of a Lanczos run

To find the lowest even-parity level of a spin chain, one can make the start vector even and then run the Lanczos iteration with the full Hamiltonian. No parity projection appears in the loop. This works because multiplication by a matrix that commutes with parity turns even vectors into even vectors, so the whole search space is even.

In such a calculation, with \(P\) the matrix of the mirror reflection, one takes a random vector \(x\) and forms \(x+Px\). After normalisation this is the start vector. Each iteration applies the Hamiltonian once and orthogonalises the result against earlier vectors. If the start vector overlaps with the lowest even eigenstate, the lowest Ritz value approaches the lowest even level. A second run from \(x-Px\) gives the lowest odd level under the corresponding condition. In exact arithmetic the even states need not be projected out, even if they lie lower in energy.

The same mechanism has a less welcome side. If the ground state is odd, an even start vector doesn't find it in exact arithmetic, however many iterations are made.

## Sectors, Krylov spaces and what is claimed

Let \(A\) and \(S\) be complex square matrices of the same finite size. \(A\) is the matrix that the iteration applies, usually a Hamiltonian, and \(S\) represents the symmetry. The start vector \(v\) satisfies \(Sv=sv\) with a complex number \(s\). The sector of \(s\) is the set of all solutions of this equation, the zero vector included. The Krylov space of order \(m\) is

\[
K_m(A,v)=\operatorname{span}\{v,Av,\dots,A^{m-1}v\}.
\]

If \(SA=AS\), every \(w\) in every \(K_m(A,v)\) satisfies \(Sw=sw\). If \(S\) is also Hermitian, \(w\) is orthogonal to each \(u\) with \(Su=tu\) and \(t\neq s\). The letter \(t\) is an eigenvalue of the symmetry here, not a hopping amplitude. \(A\) itself need not be Hermitian.

There is also a converse: if \(S\) is Hermitian and no Krylov space of \(A\) that starts in a sector of \(S\) ever leaves it, then \(S\) commutes with \(A\).

For quantum systems represented by finite matrices, the first of these statements is the reason that a good quantum number can be fixed through the start vector of a Lanczos run.

## How the Lean statements express this

The type `n` labels the basis states; it is a finite index set and not a number. A state is a function `n → ℂ`, the list of its components, and `A *ᵥ v` is the matrix acting on it. The overlap \(\langle u,w\rangle=\sum_i u_i^*w_i\) is written `star u ⬝ᵥ w`. This is the physical overlap when the components refer to an orthonormal basis. With non-orthogonal atomic orbitals an overlap matrix would enter, and the statements do not include one.

`krylov A v m` is the span of \(A^kv\) for \(k=0,\dots,m-1\). For \(m=0\) it contains only the zero vector. Its dimension can be smaller than \(m\).

The main theorem, `krylov_never_leaves_sector`, has four hypotheses: `hS` says that \(S\) is Hermitian, `hSA` that it commutes with \(A\), `hv` that \(v\) lies in the sector of \(s\), and `hw` that \(w\) lies in the Krylov space. The commutation relation is assumed. Physically it says that the Hamiltonian matrix, in the chosen and possibly truncated basis, really has the symmetry. The conclusion joins the eigenvalue equation for \(w\) to its orthogonality to all other sectors.

Two theorems about whole Krylov spaces do without a Hermitian \(S\): `krylov_keeps_sector`, which gives the eigenvalue equation alone, and `other_sector_not_mem_krylov`, which says that no nonzero vector of another sector lies in the Krylov space. They therefore apply directly to a lattice translation, whose matrix is unitary but in general not Hermitian. Time reversal is antiunitary, so it is not a matrix \(S\) of the kind used here.

The step from these theorems to a computer run is rounding. Computed vectors lie in the Krylov space only approximately. A small component from another sector can enter and then grow, particularly if that sector contains the ground state. Applying the projector again during the run removes it.

## From one multiplication to the whole space

Since \(SA=AS\), the matrix \(S\) can be moved through the factors of \(A^k\) one at a time, which gives \(SA^k=A^kS\). Hence

\[
S(A^kv)=A^k(Sv)=A^k(sv)=s\,(A^kv).
\]

An element of the Krylov space has the form \(w=\sum_{k<m}c_kA^kv\) with complex coefficients \(c_k\). By linearity,

\[
Sw=\sum_{k<m}c_k\,S(A^kv)=s\sum_{k<m}c_kA^kv=sw.
\]

If a vector \(u\) with \(Su=tu\), \(t\neq s\), were in the Krylov space, then both \(Su=su\) and \(Su=tu\) would hold. Subtraction gives \((t-s)u=0\), so \(u=0\).

## Orthogonality without assuming real eigenvalues

Now let \(S\) be Hermitian, with \(Sw=sw\) and \(Su=tu\). Moving \(S\) across the overlap gives

\[
s\langle u,w\rangle=\langle u,Sw\rangle=\langle Su,w\rangle=t^*\langle u,w\rangle,
\]

and therefore \((s-t^*)\langle u,w\rangle=0\). The same calculation with \(u\) in place of \(w\) gives \((t-t^*)\langle u,u\rangle=0\).

If \(u=0\), the overlap \(\langle u,w\rangle\) is zero. Otherwise \(\langle u,u\rangle\neq0\), so \(t=t^*\). The first identity becomes \((s-t)\langle u,w\rangle=0\), and since \(s\neq t\) the overlap vanishes.

## Recovering the commutation relation

For the converse, take an orthonormal eigenbasis \(e_i\) of the Hermitian matrix \(S\), with \(Se_i=\sigma_ie_i\). The vector \(Ae_i\) belongs to \(K_2(A,e_i)\). By assumption this space stays in the sector of \(\sigma_i\), so

\[
SAe_i=\sigma_iAe_i=A(\sigma_ie_i)=ASe_i.
\]

The matrices \(SA\) and \(AS\) agree on a basis and are equal.

The assumption concerns all sectors and all start vectors in them. A single start vector is not enough: if \(v\) is an eigenvector of both \(S\) and \(A\), its Krylov spaces stay in the sector whether or not the matrices commute.

## An even start vector on three sites

Consider one particle on an open chain of three sites, with hopping amplitude 1 as the unit of energy. The hopping matrix and the mirror reflection are

\[
A=\begin{pmatrix}0&1&0\\1&0&1\\0&1&0\end{pmatrix},\qquad
S=\begin{pmatrix}0&0&1\\0&1&0\\1&0&0\end{pmatrix}.
\]

The normalised vector \(v=(1,0,1)/\sqrt2\) is even, and \(u=(1,0,-1)/\sqrt2\) is odd. One multiplication gives \(Av=(0,\sqrt2,0)\), which is again even but points in a new direction. A second gives \(A^2v=(\sqrt2,0,\sqrt2)=2v\). The Krylov space therefore stops growing at dimension two. Its elements have the form \((a,b,a)\), and their overlap with \(u\) is \((a-a)/\sqrt2=0\).

The Lanczos vectors are \(q_1=v\) and \(q_2=(0,1,0)\), with \(Aq_1=\sqrt2\,q_2\) and \(Aq_2=\sqrt2\,q_1\). The projected matrix is

\[
T=\begin{pmatrix}0&\sqrt2\\\sqrt2&0\end{pmatrix},
\]

with eigenvalues \(\pm\sqrt2\). The full matrix has the third eigenvalue 0, and its eigenvector is the odd vector \(u\). The even run misses exactly this level.

An on-site energy \(\varepsilon\neq0\) on the first site breaks the mirror symmetry. The new matrix sends \(v\) to \((\varepsilon/\sqrt2,\sqrt2,0)\), whose overlap with \(u\) is \(\varepsilon/2\). The sector is left at the first multiplication.

## The complete Lean file

```lean
import Mathlib

open Matrix
open scoped ComplexOrder

namespace KrylovSymmetry

variable {n : Type*} [Fintype n] [DecidableEq n]

/-- The Krylov space of order `m`: the complex span of `v, A v, …, A^(m-1) v`. -/
def krylov (A : Matrix n n ℂ) (v : n → ℂ) (m : ℕ) : Submodule ℂ (n → ℂ) :=
  Submodule.span ℂ (Set.range fun k : Fin m => (A ^ (k : ℕ)) *ᵥ v)

/-- If `S` commutes with `A` and `S v = s v`, then each power of `A` applied to `v`
again satisfies the eigenvalue equation of `S` with the same `s`. -/
theorem power_keeps_sector {S A : Matrix n n ℂ} {v : n → ℂ} {s : ℂ}
    (hSA : S * A = A * S) (hv : S *ᵥ v = s • v) (k : ℕ) :
    S *ᵥ ((A ^ k) *ᵥ v) = s • ((A ^ k) *ᵥ v) := by
  have hc : Commute S A := hSA
  rw [Matrix.mulVec_mulVec, (hc.pow_right k).eq, ← Matrix.mulVec_mulVec, hv,
    Matrix.mulVec_smul]

/-- If `S` commutes with `A` and `S v = s v`, then every vector `w` of every Krylov space
of `A` and `v` satisfies `S w = s w`. -/
theorem krylov_keeps_sector {S A : Matrix n n ℂ} {v : n → ℂ} {s : ℂ}
    (hSA : S * A = A * S) (hv : S *ᵥ v = s • v) {m : ℕ} {w : n → ℂ}
    (hw : w ∈ krylov A v m) : S *ᵥ w = s • w := by
  unfold krylov at hw
  -- the eigenvalue equation is linear, so it passes from the generators to the span
  induction hw using Submodule.span_induction with
  | mem x hx =>
    obtain ⟨k, rfl⟩ := hx
    exact power_keeps_sector hSA hv k
  | zero => simp
  | add x y _ _ hx hy => rw [Matrix.mulVec_add, hx, hy, smul_add]
  | smul c x _ hx => rw [Matrix.mulVec_smul, hx, smul_comm]

omit [DecidableEq n] in
/-- Vectors that satisfy the eigenvalue equation of a Hermitian matrix with different
eigenvalues are orthogonal. -/
theorem sectors_orthogonal {S : Matrix n n ℂ} (hS : S.IsHermitian)
    {u w : n → ℂ} {s t : ℂ} (hw : S *ᵥ w = s • w) (hu : S *ᵥ u = t • u)
    (hts : t ≠ s) : star u ⬝ᵥ w = 0 := by
  -- move `S` from one side of the overlap to the other
  have key : ∀ (x : n → ℂ) (r : ℂ), S *ᵥ x = r • x →
      (r - star t) * (star u ⬝ᵥ x) = 0 := by
    intro x r hx
    have h : star u ⬝ᵥ (S *ᵥ x) = star (S *ᵥ u) ⬝ᵥ x := by
      rw [Matrix.star_mulVec, hS.eq, Matrix.dotProduct_mulVec]
    rw [hx, hu, dotProduct_smul, star_smul, smul_dotProduct, smul_eq_mul,
      smul_eq_mul] at h
    linear_combination h
  by_cases h0 : star u ⬝ᵥ u = 0
  · have hu0 : u = 0 := dotProduct_star_self_eq_zero.mp h0
    simp [hu0]
  · -- the eigenvalue of a nonzero vector is real
    have ht : t = star t :=
      sub_eq_zero.mp ((mul_eq_zero.mp (key u t hu)).resolve_right h0)
    have h := key w s hw
    rw [← ht] at h
    exact (mul_eq_zero.mp h).resolve_left (sub_ne_zero.mpr hts.symm)

/-- Let the Hermitian matrix `S` commute with `A` and let `S v = s v`. Every `w` in any
Krylov space of `A` and `v` has `S w = s w` and is orthogonal to each `u` with `S u = t u`,
`t ≠ s`. -/
theorem krylov_never_leaves_sector {S A : Matrix n n ℂ} (hS : S.IsHermitian)
    (hSA : S * A = A * S) {v : n → ℂ} {s : ℂ} (hv : S *ᵥ v = s • v)
    {m : ℕ} {w : n → ℂ} (hw : w ∈ krylov A v m) :
    S *ᵥ w = s • w ∧
      ∀ (u : n → ℂ) (t : ℂ), S *ᵥ u = t • u → t ≠ s → star u ⬝ᵥ w = 0 :=
  ⟨krylov_keeps_sector hSA hv hw, fun _ _ hu hts =>
    sectors_orthogonal hS (krylov_keeps_sector hSA hv hw) hu hts⟩

/-- If `S` commutes with `A` and `S v = s v`, then a nonzero vector `u` with `S u = t u`,
`t ≠ s`, lies in no Krylov space of `A` and `v`. -/
theorem other_sector_not_mem_krylov {S A : Matrix n n ℂ} (hSA : S * A = A * S)
    {u v : n → ℂ} {s t : ℂ} (hv : S *ᵥ v = s • v) (hu : S *ᵥ u = t • u)
    (hts : t ≠ s) (hu0 : u ≠ 0) (m : ℕ) : u ∉ krylov A v m := by
  intro hmem
  have h := krylov_keeps_sector hSA hv hmem
  rw [hu] at h
  have h' : (t - s) • u = 0 := by rw [sub_smul, h, sub_self]
  exact hu0 ((smul_eq_zero.mp h').resolve_left (sub_ne_zero.mpr hts))

/-- A Hermitian matrix `S` commutes with `A` exactly when every Krylov space of `A` started
from a vector with `S v = s v` consists of vectors with `S w = s w`. -/
theorem commute_iff_krylov_keeps_sectors {S A : Matrix n n ℂ} (hS : S.IsHermitian) :
    S * A = A * S ↔
      ∀ (s : ℂ) (v : n → ℂ), S *ᵥ v = s • v →
        ∀ (m : ℕ), ∀ w ∈ krylov A v m, S *ᵥ w = s • w := by
  constructor
  · intro hSA s v hv m w hw
    exact krylov_keeps_sector hSA hv hw
  · intro h
    -- compare the two products on an orthonormal eigenbasis of `S`
    have hL : (Matrix.toLin' (S * A)) ∘ₗ (WithLp.linearEquiv 2 ℂ (n → ℂ)).toLinearMap =
        (Matrix.toLin' (A * S)) ∘ₗ (WithLp.linearEquiv 2 ℂ (n → ℂ)).toLinearMap := by
      refine hS.eigenvectorBasis.toBasis.ext fun i => ?_
      rw [OrthonormalBasis.coe_toBasis]
      change (S * A) *ᵥ (hS.eigenvectorBasis i).ofLp =
        (A * S) *ᵥ (hS.eigenvectorBasis i).ofLp
      have he : S *ᵥ (hS.eigenvectorBasis i).ofLp =
          ((hS.eigenvalues i : ℝ) : ℂ) • (hS.eigenvectorBasis i).ofLp :=
        (hS.mulVec_eigenvectorBasis i).trans (by ext j; simp [Complex.real_smul])
      have hA : A *ᵥ (hS.eigenvectorBasis i).ofLp ∈
          krylov A (hS.eigenvectorBasis i).ofLp 2 :=
        Submodule.subset_span ⟨1, by simp⟩
      rw [← Matrix.mulVec_mulVec, ← Matrix.mulVec_mulVec, h _ _ he 2 _ hA, he,
        Matrix.mulVec_smul]
    apply Matrix.toLin'.injective
    refine LinearMap.ext fun x => ?_
    exact LinearMap.congr_fun hL (WithLp.toLp 2 x)

/-- The mirror symmetry of a three-site chain, which exchanges the two end sites. -/
def mirror : Matrix (Fin 3) (Fin 3) ℂ := !![0, 0, 1; 0, 1, 0; 1, 0, 0]

/-- The nearest-neighbour hopping matrix of an open three-site chain. -/
def chain : Matrix (Fin 3) (Fin 3) ℂ := !![0, 1, 0; 1, 0, 1; 0, 1, 0]

/-- The mirror matrix is Hermitian and commutes with the hopping matrix; `(1, 0, 1)` is even
and `(1, 0, -1)` is odd under it, and hopping takes `(1, 0, 1)` to `(0, 2, 0)`. -/
theorem krylov_never_leaves_sector_witness :
    mirror.IsHermitian ∧ mirror * chain = chain * mirror ∧
      mirror *ᵥ ![1, 0, 1] = (1 : ℂ) • ![1, 0, 1] ∧
      mirror *ᵥ ![1, 0, -1] = (-1 : ℂ) • ![1, 0, -1] ∧
      chain *ᵥ ![1, 0, 1] = ![0, 2, 0] := by
  refine ⟨?_, ?_, ?_, ?_, ?_⟩
  · change mirrorᴴ = mirror
    ext i j
    fin_cases i <;> fin_cases j <;> simp [mirror, Matrix.conjTranspose_apply]
  · ext i j
    fin_cases i <;> fin_cases j <;>
      simp [mirror, chain, Matrix.mul_apply, Fin.sum_univ_succ]
  · ext i
    fin_cases i <;> simp [mirror, Matrix.mulVec, dotProduct, Fin.sum_univ_succ]
  · ext i
    fin_cases i <;> simp [mirror, Matrix.mulVec, dotProduct, Fin.sum_univ_succ]
  · ext i
    fin_cases i <;> simp [chain, Matrix.mulVec, dotProduct, Fin.sum_univ_succ]
    norm_num

end KrylovSymmetry
```

```lean
#print axioms KrylovSymmetry.krylov_never_leaves_sector
-- 'KrylovSymmetry.krylov_never_leaves_sector' depends on axioms: [propext, Classical.choice, Quot.sound]
#print axioms KrylovSymmetry.other_sector_not_mem_krylov
-- 'KrylovSymmetry.other_sector_not_mem_krylov' depends on axioms: [propext, Classical.choice, Quot.sound]
#print axioms KrylovSymmetry.commute_iff_krylov_keeps_sectors
-- 'KrylovSymmetry.commute_iff_krylov_keeps_sectors' depends on axioms: [propext, Classical.choice, Quot.sound]
```

## Powers first, then the span

`power_keeps_sector` is the calculation for \(A^kv\). The term `hc.pow_right k` supplies \(SA^k=A^kS\). The rewrites join the two matrix actions into one product, exchange the factors, separate them again and insert \(Sv=sv\).

`krylov_keeps_sector` replaces the explicit sum over \(c_k\) by induction on membership in the span. The case `mem` treats the generators and calls the previous theorem. The cases `zero`, `add` and `smul` show that the eigenvalue equation holds for the zero vector and survives sums and scalar multiples. Together these are the linearity argument.

## One identity used twice

In `sectors_orthogonal`, the local statement `key` is the identity \((r-t^*)\langle u,x\rangle=0\) for any \(x\) with \(Sx=rx\). Its inner step `h` moves \(S\) across the overlap, and `hS.eq` is where the Hermitian property enters. After the eigenvalue equations have been inserted, `linear_combination h` collects the terms.

The proof then distinguishes whether \(\langle u,u\rangle\) is zero. If it is, \(u=0\) and the claim is immediate. If not, `key u t hu` gives \(t=t^*\), recorded as `ht`, and `key w s hw` completes the argument with \(s\neq t\).

`krylov_never_leaves_sector` pairs the two results. `other_sector_not_mem_krylov` subtracts the two eigenvalue equations, as in the derivation above.

## Comparing two products on an eigenbasis

The forward direction of `commute_iff_krylov_keeps_sectors` is `krylov_keeps_sector`. For the other direction, Mathlib provides the orthonormal eigenbasis `hS.eigenvectorBasis`. Its vectors belong to a type that carries the Euclidean norm, so `hL` compares the two matrix products as linear maps on that space, and `Basis.ext` reduces their equality to the basis vectors.

For each basis vector, `he` is the eigenvalue equation with the real eigenvalue read as a complex number, and `hA` places \(Ae_i\) in the Krylov space of order 2 as the generator with \(k=1\). The last rewrite is the chain \(SAe_i=\sigma_iAe_i=ASe_i\). Equality of the linear maps then gives equality of the matrices.

The final theorem checks the three-site matrices entry by entry. It uses the unnormalised vectors \((1,0,1)\) and \((1,0,-1)\), so the image under hopping appears there as \((0,2,0)\).
